# Divergence of the finite-state transport iteration under positive driving when in-scattering at least matches loss in every state

In a numerical solution of the linearized Boltzmann equation, two sets of scattering rates enter: the rate at which each state loses carriers, and the rates that couple its distribution to those of the other states. Both contain energy-conserving delta functions, which a calculation on a finite grid often replaces by peaks of finite width. If the two sets are computed with different widths, the sum rule that links them can fail, and the in-scattering can come out larger than the loss. What does an iterative solver do then?

Label the states by $i$ in a finite set $\iota$, which the prose takes to be nonempty; the Lean statements assume this where they need it. Let $d_i>0$ be the loss rate of state $i$, $b_i$ the driving term and $W_{ij}\ge 0$ the in-scattering matrix. The unknown is the deviation from equilibrium, scaled so that the sum rule reads $d_i=\sum_j W_{ij}$: a uniform shift of this scaled unknown, called the distribution below, then causes no net scattering. The answer below concerns the case $d_i\le\sum_j W_{ij}$ in every state, with $b_i>0$ throughout.

```lean
import Mathlib

open Filter Topology

namespace LinearizedTransportIteration

noncomputable section

variable {ι : Type*} [Fintype ι]
```

## The equation and its iteration

The solver inserts the current distribution $f$ into the in-scattering term and divides by the loss rate:
$$f_i\;\longmapsto\;\frac{b_i+\sum_j W_{ij}f_j}{d_i}.$$
In Lean, `d` and `b` are real functions on the states, `W` is a real matrix, and one update is `sweep`.

```lean
/-- One sweep of the iterative solver: driving term plus in-scattering, divided by the
loss rate. The loss rates `d i` are meant to be nonzero. -/
def sweep (d b : ι → ℝ) (W : Matrix ι ι ℝ) (f : ι → ℝ) : ι → ℝ :=
  fun i => (b i + ∑ j, W i j * f j) / d i
```

Write $f^{(n)}$ for the distribution after $n$ sweeps, with $f^{(0)}=0$. This is `iterates d b W n`. The first sweep gives $f^{(1)}_i=b_i/d_i$, the relaxation-time result without in-scattering.

```lean
/-- The successive distributions produced by the solver when it starts from zero.
The loss rates `d i` are meant to be nonzero. -/
def iterates (d b : ι → ℝ) (W : Matrix ι ι ℝ) : ℕ → ι → ℝ
  | 0 => 0
  | n + 1 => sweep d b W (iterates d b W n)
```

A distribution $g$ solves the linearized equation if loss balances driving plus in-scattering in each state,
$$d_i g_i=b_i+\sum_j W_{ij}g_j .$$
The predicate `IsSolution` states this balance without division and puts no condition on the sign of $g$.

```lean
/-- The linearized transport equation: in every state, loss balances driving plus
in-scattering. -/
def IsSolution (d b : ι → ℝ) (W : Matrix ι ι ℝ) (g : ι → ℝ) : Prop :=
  ∀ i, d i * g i = b i + ∑ j, W i j * g j
```

The rates are given numbers here. Smearing itself is not modelled, so whether a particular mismatch produces $d_i\le\sum_j W_{ij}$ in every state has to be checked on the computed rates. The sign of the driving is a real restriction too: $b_i>0$ describes a source that feeds every state, whereas the driving term of a uniform electric field usually takes both signs.

## A geometric lower bound

Suppose $c\,d_i<a_i$ in every state. Among finitely many ratios $a_i/d_i$ there is a smallest one, say $r=a_k/d_k$. Then $r>c$, and $r\,d_i\le a_i$ for all $i$. Separate strict inequalities have thus become one common margin. The proof takes the minimizing state from `Finite.exists_min` and clears the denominators.

```lean
variable {d b : ι → ℝ} {W : Matrix ι ι ℝ}

/-- On a nonempty finite set of states with positive rates `d`, if every ratio `a i / d i`
exceeds `c`, then all these ratios are at least some common `r > c`. -/
theorem exists_uniform_ratio [Nonempty ι] {a : ι → ℝ} {c : ℝ} (hd : ∀ i, 0 < d i)
    (h : ∀ i, c * d i < a i) : ∃ r, c < r ∧ ∀ i, r * d i ≤ a i := by
  obtain ⟨k, hk⟩ := Finite.exists_min (fun i => a i / d i)
  exact ⟨a k / d k, (lt_div_iff₀ (hd k)).2 (h k), fun i => (le_div_iff₀ (hd i)).1 (hk i)⟩
```

Now let $r,\beta\ge0$ satisfy $r\,d_i\le\sum_j W_{ij}$ and $\beta\,d_i\le b_i$ for all $i$, and put $S_n=\sum_{k=0}^{n-1}r^k$. The claim is $f^{(n)}_i\ge\beta S_n$. At $n=0$ both sides vanish. If the bound holds at $n$, then
$$d_i f^{(n+1)}_i=b_i+\sum_j W_{ij}f^{(n)}_j\ \ge\ \beta d_i+\beta S_n\sum_j W_{ij}\ \ge\ \beta d_i(1+rS_n)=\beta d_i S_{n+1}.$$
The first inequality uses $W_{ij}\ge0$, and the second uses $\beta S_n\ge0$. In the code, `h1` bounds the in-scattering sum, `h2` inserts the row condition, and `geom_sum_succ` supplies $S_{n+1}=rS_n+1$.

```lean
/-- Let loss rates be positive and in-scattering rates nonnegative. If total in-scattering is
at least `r ≥ 0` times the loss rate and driving at least `β ≥ 0` times the loss rate in every
state, the `n`-th iterate is at least `β (1 + r + ... + r^(n-1))` everywhere. -/
theorem geometric_lower_bound (hd : ∀ i, 0 < d i) (hW : ∀ i j, 0 ≤ W i j) {r β : ℝ}
    (hr : 0 ≤ r) (hβ : 0 ≤ β) (hrow : ∀ i, r * d i ≤ ∑ j, W i j)
    (hb : ∀ i, β * d i ≤ b i) (n : ℕ) :
    ∀ i, β * ∑ k ∈ Finset.range n, r ^ k ≤ iterates d b W n i := by
  induction n with
  | zero => intro i; simp [iterates]
  | succ n ih =>
    intro i
    have hm : 0 ≤ β * ∑ k ∈ Finset.range n, r ^ k :=
      mul_nonneg hβ (Finset.sum_nonneg fun k _ => pow_nonneg hr k)
    -- in-scattering from the uniform lower bound of the previous iterate
    have h1 : (∑ j, W i j) * (β * ∑ k ∈ Finset.range n, r ^ k)
        ≤ ∑ j, W i j * iterates d b W n j := by
      rw [Finset.sum_mul]
      exact Finset.sum_le_sum fun j _ => mul_le_mul_of_nonneg_left (ih j) (hW i j)
    have h2 := mul_le_mul_of_nonneg_right (hrow i) hm
    change _ ≤ (b i + ∑ j, W i j * iterates d b W n j) / d i
    rw [geom_sum_succ, le_div_iff₀ (hd i)]
    nlinarith [h1, h2, hb i]
```

## Divergence in every component

Since $b_i>0$, the common margin with $a=b$ and $c=0$ gives some $\beta>0$ with $\beta d_i\le b_i$. The assumption $d_i\le\sum_j W_{ij}$ permits $r=1$, for which $S_n=n$. Hence
$$f^{(n)}_i\ge\beta n\to\infty .$$
`Tendsto … atTop atTop` says that the component eventually exceeds every real number and stays above it. Equality between loss and in-scattering is allowed, so under positive driving the iteration diverges even when the sum rule holds exactly. Divergence alone is therefore no proof of a mismatch between the rates.

Nonnegative driving would not suffice, because for $b=0$ the iteration stays at zero. Nor is an excess in a single state enough. Take states 0 and 1 with $d=(1,5)$, $b=(1,1)$ and $W_{01}=W_{10}=2$, the diagonal entries being zero: state 0 has more in-scattering than loss, yet the iteration converges to $(7,3)$.

```lean
/-- With positive loss rates and driving and nonnegative in-scattering, if no loss rate exceeds
the total in-scattering rate of its state, every component of the iteration started at zero
tends to infinity. -/
theorem iterates_tendsto_atTop (hd : ∀ i, 0 < d i) (hb : ∀ i, 0 < b i)
    (hW : ∀ i j, 0 ≤ W i j) (hrow : ∀ i, d i ≤ ∑ j, W i j) (i : ι) :
    Tendsto (fun n => iterates d b W n i) atTop atTop := by
  have : Nonempty ι := ⟨i⟩
  obtain ⟨β, hβ, hβb⟩ := exists_uniform_ratio (a := b) (c := 0) hd
    (fun i => by simpa using hb i)
  -- after n sweeps the component is at least β * n
  have hlow : ∀ n : ℕ, β * (n : ℝ) ≤ iterates d b W n i := fun n => by
    have h := geometric_lower_bound (r := 1) hd hW zero_le_one hβ.le
      (fun i => by simpa using hrow i) hβb n i
    simpa using h
  exact tendsto_atTop_mono hlow (tendsto_natCast_atTop_atTop.const_mul_atTop hβ)
```

If every inequality is strict, $d_i<\sum_j W_{ij}$, the common margin with $c=1$ gives a factor $r>1$. Keeping only the last term of $S_{n+1}$ leaves
$$f^{(n+1)}_i\ge\beta r^n ,$$
so all components grow at least exponentially, with the same $r$ and $\beta$ for all states. The other terms of the sum are nonnegative, which is `hS` in the proof.

```lean
/-- With positive loss rates and driving and nonnegative in-scattering on a nonempty set of
states, if every loss rate is strictly below the total in-scattering rate, all components grow
at least exponentially with the number of sweeps, with a common factor `r > 1`. -/
theorem exponential_growth [Nonempty ι] (hd : ∀ i, 0 < d i) (hb : ∀ i, 0 < b i)
    (hW : ∀ i j, 0 ≤ W i j) (hrow : ∀ i, d i < ∑ j, W i j) :
    ∃ r > 1, ∃ β > 0, ∀ n i, β * r ^ n ≤ iterates d b W (n + 1) i := by
  obtain ⟨β, hβ, hβb⟩ := exists_uniform_ratio (a := b) (c := 0) hd
    (fun i => by simpa using hb i)
  obtain ⟨r, hr, hrW⟩ := exists_uniform_ratio (a := fun i => ∑ j, W i j) (c := 1) hd
    (fun i => by simpa using hrow i)
  have hr0 : 0 ≤ r := by linarith
  refine ⟨r, hr, β, hβ, fun n i => ?_⟩
  have h := geometric_lower_bound hd hW hr0 hβ.le hrW hβb (n + 1) i
  have hS : 0 ≤ β * ∑ k ∈ Finset.range n, r ^ k :=
    mul_nonneg hβ.le (Finset.sum_nonneg fun k _ => pow_nonneg hr0 k)
  -- keep only the last term of the geometric sum
  rw [Finset.sum_range_succ, mul_add] at h
  linarith
```

## Convergence means a nonnegative solution

Let $g$ be a solution with $g_i\ge0$ everywhere. The iteration starts below it, and if $f^{(n)}_j\le g_j$ for all $j$, then
$$f^{(n+1)}_i=\frac{b_i+\sum_j W_{ij}f^{(n)}_j}{d_i}\le\frac{b_i+\sum_j W_{ij}g_j}{d_i}=g_i .$$
The iterates therefore never overtake a nonnegative solution. The induction in Lean is this estimate, with the balance equation `hs i` used in the last step.

```lean
/-- With positive loss rates and nonnegative in-scattering, the iterates never exceed a
nonnegative solution of the linearized equation. -/
theorem iterates_le_solution (hd : ∀ i, 0 < d i) (hW : ∀ i j, 0 ≤ W i j) {g : ι → ℝ}
    (hg : ∀ i, 0 ≤ g i) (hs : IsSolution d b W g) (n : ℕ) :
    ∀ i, iterates d b W n i ≤ g i := by
  induction n with
  | zero => exact hg
  | succ n ih =>
    intro i
    have h : ∑ j, W i j * iterates d b W n j ≤ ∑ j, W i j * g j :=
      Finset.sum_le_sum fun j _ => mul_le_mul_of_nonneg_left (ih j) (hW i j)
    change (b i + ∑ j, W i j * iterates d b W n j) / d i ≤ g i
    rw [div_le_iff₀ (hd i)]
    linarith [hs i, mul_comm (d i) (g i)]
```

For $b_i\ge0$ the iterates also never decrease. The first sweep gives $b_i/d_i\ge0$, and from then on $f^{(n)}\le f^{(n+1)}$ in all components implies $f^{(n+1)}\le f^{(n+2)}$, because the sweep preserves order when $W_{ij}\ge0$.

```lean
/-- With positive loss rates and nonnegative driving and in-scattering, no component decreases
from one sweep to the next. -/
theorem iterates_le_succ (hd : ∀ i, 0 < d i) (hb : ∀ i, 0 ≤ b i) (hW : ∀ i j, 0 ≤ W i j)
    (n : ℕ) : ∀ i, iterates d b W n i ≤ iterates d b W (n + 1) i := by
  induction n with
  | zero =>
    intro i
    change (0 : ℝ) ≤ (b i + ∑ j, W i j * (0 : ℝ)) / d i
    simpa using div_nonneg (hb i) (hd i).le
  | succ n ih =>
    intro i
    have h : ∑ j, W i j * iterates d b W n j ≤ ∑ j, W i j * iterates d b W (n + 1) j :=
      Finset.sum_le_sum fun j _ => mul_le_mul_of_nonneg_left (ih j) (hW i j)
    change (b i + ∑ j, W i j * iterates d b W n j) / d i
      ≤ (b i + ∑ j, W i j * iterates d b W (n + 1) j) / d i
    rw [div_eq_mul_inv, div_eq_mul_inv]
    exact mul_le_mul_of_nonneg_right (by linarith) (inv_nonneg.2 (hd i).le)
```

Together these two properties decide convergence when $b_i\ge0$, without any comparison of $d_i$ with the row sums.

If the components converge to finite limits $g_i$, these are nonnegative, since the sequence starts at zero and increases. Taking the limit on both sides of the update gives $g_i=(b_i+\sum_j W_{ij}g_j)/d_i$, and multiplication by $d_i$ gives the transport equation. In Lean this is continuity of the update together with uniqueness of limits, `tendsto_nhds_unique`.

Conversely, a nonnegative solution bounds the increasing sequence $f^{(n)}_i$ from above, so the sequence converges to its supremum. This is `tendsto_atTop_ciSup`.

```lean
/-- With positive loss rates and nonnegative driving and in-scattering, the iteration started
at zero converges if and only if the linearized equation has a nonnegative solution. -/
theorem converges_iff_nonneg_solution (hd : ∀ i, 0 < d i) (hb : ∀ i, 0 ≤ b i)
    (hW : ∀ i j, 0 ≤ W i j) :
    (∃ g : ι → ℝ, ∀ i, Tendsto (fun n => iterates d b W n i) atTop (𝓝 (g i))) ↔
      ∃ g : ι → ℝ, (∀ i, 0 ≤ g i) ∧ IsSolution d b W g := by
  have hmono : ∀ i, Monotone (fun n => iterates d b W n i) := fun i =>
    monotone_nat_of_le_succ fun n => iterates_le_succ hd hb hW n i
  constructor
  · rintro ⟨g, h⟩
    refine ⟨g, fun i => ge_of_tendsto' (h i) fun n => hmono i (Nat.zero_le n), fun i => ?_⟩
    -- pass to the limit in the update rule, which is continuous
    have hg : Tendsto (fun n => iterates d b W n) atTop (𝓝 g) := tendsto_pi_nhds.2 h
    have hc : Continuous (fun f : ι → ℝ => (b i + ∑ j, W i j * f j) / d i) := by fun_prop
    have hlim : Tendsto (fun n => iterates d b W (n + 1) i) atTop
        (𝓝 ((b i + ∑ j, W i j * g j) / d i)) := (hc.tendsto g).comp hg
    have heq := tendsto_nhds_unique ((tendsto_add_atTop_iff_nat 1).2 (h i)) hlim
    rw [mul_comm]
    exact (eq_div_iff (hd i).ne').1 heq
  · rintro ⟨g, hg, hs⟩
    refine ⟨fun i => ⨆ n, iterates d b W n i, fun i => tendsto_atTop_ciSup (hmono i) ?_⟩
    refine ⟨g i, ?_⟩
    rintro _ ⟨n, rfl⟩
    exact iterates_le_solution hd hW hg hs n i
```

## What the divergence says about the equation

Return to $b_i>0$ and $d_i\le\sum_j W_{ij}$. A nonnegative solution would bound the iterates, but they exceed every bound. Any solution must therefore be negative in at least one state. The Lean proof assumes the opposite, picks a state $i$ and finds a sweep $n$ with $f^{(n)}_i>g_i$, which contradicts the comparison above.

The theorem does not say that a solution exists. When $d_i=\sum_j W_{ij}$ in every state there is none, as an additional argument by hand shows: in a state where $g$ is smallest, in-scattering alone would already balance the loss or exceed it, leaving no room for $b_i>0$.

```lean
/-- On a nonempty set of states with positive loss rates and driving and nonnegative
in-scattering, if no loss rate exceeds the total in-scattering rate, every solution of the
linearized equation is negative in some state. -/
theorem solution_has_negative_component [Nonempty ι] (hd : ∀ i, 0 < d i) (hb : ∀ i, 0 < b i)
    (hW : ∀ i j, 0 ≤ W i j) (hrow : ∀ i, d i ≤ ∑ j, W i j) {g : ι → ℝ}
    (hs : IsSolution d b W g) : ∃ i, g i < 0 := by
  by_contra! hg
  obtain ⟨i⟩ := ‹Nonempty ι›
  obtain ⟨n, hn⟩ :=
    ((iterates_tendsto_atTop hd hb hW hrow i).eventually_gt_atTop (g i)).exists
  exact not_lt_of_ge (iterates_le_solution hd hW hg hs n i) hn
```

With strict inequality a solution can exist and even be unique. Take two states with $d_i=b_i=1$ and $W_{01}=W_{10}=2$, the diagonal entries being zero. The equations are
$$g_0=1+2g_1,\qquad g_1=1+2g_0 .$$
Substitution gives $g_0=3+4g_0$, so $g_0=g_1=-1$. The iteration, however, runs through $0,1,3,7,\dots$ in both components. The Lean proof solves the two linear equations for the first claim and checks the hypotheses of the divergence theorem for the second.

For simulation practice this means that, in a finite linear model with positive driving, a diverging iteration does not show that the linear system is singular. A direct solver would return $(-1,-1)$ here without complaint, and the negative values would be the visible trace of in-scattering rates that are too large for the loss rates.

```lean
/-- Two states with unit loss and driving and mutual scattering rate 2: the linearized equation
has the single solution `(-1, -1)`, while both components of the iteration tend to infinity. -/
theorem two_state_example :
    (∀ g : Fin 2 → ℝ, IsSolution (fun _ => 1) (fun _ => 1) !![0, 2; 2, 0] g ↔
      g = fun _ => -1) ∧
    ∀ i, Tendsto (fun n => iterates (fun _ => 1) (fun _ => 1) !![0, 2; 2, 0] n i)
      atTop atTop := by
  constructor
  · intro g
    constructor
    · intro h
      have h0 := h 0
      have h1 := h 1
      simp [Fin.sum_univ_two] at h0 h1
      funext i
      fin_cases i <;> simp <;> linarith
    · rintro rfl i
      fin_cases i <;> norm_num [Fin.sum_univ_two]
  · refine iterates_tendsto_atTop (fun _ => one_pos) (fun _ => one_pos) ?_ ?_
    · intro i j
      fin_cases i <;> fin_cases j <;> norm_num
    · intro i
      fin_cases i <;> norm_num [Fin.sum_univ_two]

end

end LinearizedTransportIteration
```

```lean
#print axioms LinearizedTransportIteration.iterates_tendsto_atTop
-- 'LinearizedTransportIteration.iterates_tendsto_atTop' depends on axioms: [propext, Classical.choice, Quot.sound]
#print axioms LinearizedTransportIteration.converges_iff_nonneg_solution
-- 'LinearizedTransportIteration.converges_iff_nonneg_solution' depends on axioms: [propext, Classical.choice, Quot.sound]
#print axioms LinearizedTransportIteration.solution_has_negative_component
-- 'LinearizedTransportIteration.solution_has_negative_component' depends on axioms: [propext, Classical.choice, Quot.sound]
#print axioms LinearizedTransportIteration.two_state_example
-- 'LinearizedTransportIteration.two_state_example' depends on axioms: [propext, Classical.choice, Quot.sound]
```
